# The virial identity for a local energy functional of a smooth, compactly supported density

Take an energy that is the integral of a local function f(n) of the density n in d-dimensional Euclidean space. The theorem `local_density_virial` says that the integral of f′(n)(d n + x·∇n) equals d times the integral of the local pressure n f′(n) − f(n). It assumes that f and n are continuously differentiable, that f(0) = 0 and that n has compact support; n is real-valued, and need be neither non-negative nor normalised. The proof uses the chain rule to turn f′(n) x·∇n into x·∇f(n), whose integral is −d ∫ f(n) by an earlier lemma, and then splits the integrals to collect the terms.

An attempt in Lean 4 with a fault in it:

```lean
import Mathlib

open MeasureTheory Set Filter Topology

noncomputable section

namespace LocalDensityVirial

/-- Euclidean space of dimension `d`. -/
abbrev Space (d : ℕ) := EuclideanSpace ℝ (Fin d)

/-- The local pressure `t f'(t) - f(t)` at density `t`. -/
def pressure (f : ℝ → ℝ) (t : ℝ) : ℝ := t * deriv f t - f t

variable {d : ℕ} {f : ℝ → ℝ} {n : Space d → ℝ}

/-- The inner product of `y` with the gradient of `g` at `x` is `fderiv ℝ g x` applied to `y`. -/
theorem inner_gradient (g : Space d → ℝ) (x y : Space d) :
    inner ℝ y (gradient g x) = fderiv ℝ g x y := by
  rw [real_inner_comm, gradient, InnerProductSpace.toDual_symm_apply]

/-- For a continuously differentiable, compactly supported `g`, the function `x·∇g` is
integrable and its integral is `-d ∫ g`. -/
theorem integral_inner_gradient {g : Space d → ℝ} (hg : ContDiff ℝ 1 g)
    (hc : HasCompactSupport g) :
    Integrable (fun x => inner ℝ x (gradient g x)) ∧
      ∫ x, inner ℝ x (gradient g x) = -(d * ∫ x, g x) := by
  have hD : Continuous (fderiv ℝ g) := hg.continuous_fderiv (by norm_num)
  have hgi : Integrable g := hg.continuous.integrable_of_hasCompactSupport hc
  obtain ⟨b⟩ : Nonempty (OrthonormalBasis (Fin d) ℝ (Space d)) :=
    ⟨EuclideanSpace.basisFun _ _⟩
  have hcD : ∀ v, HasCompactSupport (fun x => fderiv ℝ g x v) := fun v =>
    (hc.fderiv (𝕜 := ℝ)).comp_left (g := fun L : Space d →L[ℝ] ℝ => L v) rfl
  have hint : ∀ i, Integrable (fun x => inner ℝ (b i) x * fderiv ℝ g x (b i)) := fun i =>
    Continuous.integrable_of_hasCompactSupport
      ((continuous_const.inner continuous_id).mul (hD.clm_apply continuous_const))
      (hcD (b i)).mul_left
  -- integration by parts along each axis
  have part : ∀ i, ∫ x, inner ℝ (b i) x * fderiv ℝ g x (b i) = -∫ x, g x := by
    intro i
    have h : ∀ x, HasFDerivAt (fun y : Space d => inner ℝ (b i) y) (innerSL ℝ (b i)) x :=
      fun x => (innerSL ℝ (b i)).hasFDerivAt
    have hL : ∀ x, fderiv ℝ (fun y : Space d => inner ℝ (b i) y) x (b i) = 1 := by
      intro x
      rw [(h x).fderiv]
      change inner ℝ (b i) (b i) = (1 : ℝ)
      rw [real_inner_self_eq_norm_sq, b.orthonormal.1 i, one_pow]
    have key := integral_mul_fderiv_eq_neg_fderiv_mul_of_integrable (μ := volume)
      (f := fun y : Space d => inner ℝ (b i) y) (g := g) (v := b i)
      (by simpa only [hL, one_mul] using hgi) (hint i)
      (Continuous.integrable_of_hasCompactSupport
        ((continuous_const.inner continuous_id).mul hg.continuous) hc.mul_left)
      (fun x _ => (h x).differentiableAt)
      (by intro x; intros; exact hg.differentiable (by norm_num) x)
    simpa only [hL, one_mul] using key
  -- expand the position vector in the basis
  have hx : ∀ x, inner ℝ x (gradient g x) =
      ∑ i, inner ℝ (b i) x * fderiv ℝ g x (b i) := by
    intro x
    have h := congrArg (fderiv ℝ g x) (b.sum_repr' x)
    simp only [map_sum, map_smul, smul_eq_mul] at h
    rw [inner_gradient, h]
  simp only [hx]
  refine ⟨integrable_finsetSum _ fun i _ => hint i, ?_⟩
  rw [integral_finsetSum _ fun i _ => hint i]
  simp only [part, Finset.sum_const, Finset.card_univ, Fintype.card_fin, nsmul_eq_mul, mul_neg]

/-- Chain rule for a differentiable local function `f` of a differentiable density:
`x·∇f(n) = f'(n) x·∇n`. -/
theorem inner_gradient_comp (hf : Differentiable ℝ f) (hn : Differentiable ℝ n)
    (x : Space d) : inner ℝ x (gradient (fun y => f (n y)) x) =
      deriv f (n x) * inner ℝ x (gradient n x) := by
  have h : HasFDerivAt (fun y => f (n y)) (deriv f (n x) • fderiv ℝ n x) x :=
    (hf (n x)).hasDerivAt.comp_hasFDerivAt x (hn x).hasFDerivAt
  rw [inner_gradient, inner_gradient, h.fderiv]
  rfl

/-- **Local-density virial.** For continuously differentiable `f` with `f(0) = 0` and a
continuously differentiable, compactly supported density `n`, the integral of
`f'(n) (d n + x·∇n)` is `d` times the integrated local pressure. -/
theorem local_density_virial (hf : ContDiff ℝ 1 f) (hf0 : f 0 = 0)
    (hn : ContDiff ℝ 1 n) (hc : HasCompactSupport n) :
    ∫ x, deriv f (n x) * (d * n x + inner ℝ x (gradient n x)) =
      d * ∫ x, pressure f (n x) := by
  have hdf : Continuous (deriv f) := hf.continuous_deriv (by norm_num)
  have hcf : HasCompactSupport (fun x => f (n x)) := hc.comp_left hf0
  have h1 : Integrable (fun x => n x * deriv f (n x)) :=
    Continuous.integrable_of_hasCompactSupport
      (hn.continuous.mul (hdf.comp hn.continuous)) hc.mul_right
  have h2 : Integrable (fun x => f (n x)) :=
    (hf.continuous.comp hn.continuous).integrable_of_hasCompactSupport hcf
  obtain ⟨h3, h4⟩ := integral_inner_gradient (hf.comp hn) hcf
  have e : ∀ x, deriv f (n x) * (d * n x + inner ℝ x (gradient n x)) =
      d * (n x * deriv f (n x)) + inner ℝ x (gradient (fun y => f (n y)) x) := by
    intro x
    rw [inner_gradient_comp (hf.differentiable (by norm_num))
      (hn.differentiable (by norm_num))]
    ring
  simp only [e, pressure]
  rw [integral_add (h1.const_mul _) h3, integral_const_mul, integral_sub h1 h2]
  linear_combination h4

end LocalDensityVirial
```

Messages:

```
Main.lean:100:6: error: Tactic `rewrite` failed: Did not find an occurrence of the pattern
  ∫ (a : Space d), ?m.359 * (n a * deriv f (n a)) + inner ℝ a (gradient (f ∘ n) a)
in the target expression
  ∫ (x : Space d), ↑d * (n x * deriv f (n x)) + inner ℝ x (gradient (fun y => f (n y)) x) =
    ↑d * ∫ (x : Space d), n x * deriv f (n x) - f (n x)

d : ℕ
f : ℝ → ℝ
n : Space d → ℝ
hf : ContDiff ℝ 1 f
hf0 : f 0 = 0
hn : ContDiff ℝ 1 n
hc : HasCompactSupport n
hdf : Continuous (deriv f)
hcf : HasCompactSupport fun x => f (n x)
h1 : Integrable (fun x => n x * deriv f (n x)) volume
h2 : Integrable (fun x => f (n x)) volume
h3 : Integrable (fun x => inner ℝ x (gradient (f ∘ n) x)) volume
h4 : ∫ (x : Space d), inner ℝ x (gradient (f ∘ n) x) = -(↑d * ∫ (x : Space d), (f ∘ n) x)
e :
  ∀ (x : Space d),
    deriv f (n x) * (↑d * n x + inner ℝ x (gradient n x)) =
      ↑d * (n x * deriv f (n x)) + inner ℝ x (gradient (fun y => f (n y)) x)
⊢ ∫ (x : Space d), ↑d * (n x * deriv f (n x)) + inner ℝ x (gradient (fun y => f (n y)) x) =
    ↑d * ∫ (x : Space d), n x * deriv f (n x) - f (n x)
```

The repair, with which the file compiles:

```diff
@@ -90,5 +90,5 @@
   have h2 : Integrable (fun x => f (n x)) :=
     (hf.continuous.comp hn.continuous).integrable_of_hasCompactSupport hcf
-  obtain ⟨h3, h4⟩ := integral_inner_gradient (hf.comp hn) hcf
+  obtain ⟨h3, h4⟩ := integral_inner_gradient (g := fun x => f (n x)) (hf.comp hn) hcf
   have e : ∀ x, deriv f (n x) * (d * n x + inner ℝ x (gradient n x)) =
       d * (n x * deriv f (n x)) + inner ℝ x (gradient (fun y => f (n y)) x) := by
```

The error says that `rw` could not find the left-hand side of `integral_add` in the goal. The two differ in how they write the composite of `f` and `n`: the pattern has `gradient (f ∘ n) x`, the goal `gradient (fun y => f (n y)) x`.

The pattern gets its form from `h3`. In the call to `integral_inner_gradient` the function `g` was left for Lean to infer, and Lean took it from `hf.comp hn`, which is stated for `f ∘ n`. The two forms are equal by definition, but seeing this means unfolding `∘`, which `rw` does not do when it looks for a match.

The repair gives `g` explicitly as `fun x => f (n x)`. Lean still accepts `hf.comp hn` as the proof of smoothness, since there it does unfold the composition. Now `h3` is stated in the goal's form and the rewrite finds its pattern. `h4`, which the last step uses, changes in the same way.
